# MP2 and MP3 Energies Bracket the Linearized Doubles Energy for Positive Excitation Energies and Positive Semidefinite Coupling

An MP3 calculation forms the first-order doubles amplitudes $t$, contracts them once with the fluctuation potential to obtain $Wt$, and takes the scalar product $E_3=t\cdot Wt$. A linearized doubles calculation repeats that contraction in an iteration such as

$$s_{k+1}=-D^{-1}(v+Ws_k),\qquad s_0=t .$$

With $v$ the vector of couplings between the doubles and the reference, the energy $v\cdot s_k$ is the MP2 correlation energy $E_2$ at the start and $E_2+E_3$ after one step. If the matrix $D$ of zeroth-order excitation energies is positive definite and $W$ is positive semidefinite, the energy at the fixed point of this iteration lies between these first two values, whether or not the iteration converges to it. The condition on $W$ is a strong one that ordinary molecules often fail, and a positive $E_3$ does not guarantee it. Where both conditions hold, the illustrative values $E_2=-0.300$ and $E_3=+0.020$ hartree place the energy between $-0.300$ and $-0.280$ hartree, and the MP2.5 value $E_2+\tfrac12E_3=-0.290$ hartree is within $0.010$ hartree of it.

## The amplitude equations and the two error formulas

Consider a finite set of doubly excited configurations built from real orbitals. The matrix $D$ holds the zeroth-order excitation energies. For canonical Hartree–Fock orbitals it is diagonal, with entries $\varepsilon_a+\varepsilon_b-\varepsilon_i-\varepsilon_j$, where $i,j$ are occupied and $a,b$ virtual. The symmetric matrix $W$ is the fluctuation potential between doubles, measured relative to its reference expectation value, and $v$ is the vector of couplings between the doubles and the reference. The first-order amplitudes $t$ and the linearized doubles amplitudes $s$ solve

$$Dt=-v,\qquad (D+W)s=-v,$$

and the energies are

$$E_2=v\cdot t,\qquad E_3=t\cdot Wt,\qquad L=v\cdot s .$$

Assume that $D$ is positive definite and $W$ positive semidefinite. The claim is that

$$E_2\le L\le E_2+E_3,\qquad \left|L-\left(E_2+\tfrac12E_3\right)\right|\le\tfrac12E_3 .$$

Put $r=t-s$. Subtracting the two amplitude equations gives $Dr=Ws$. Since $-v=Dt$ and $D$ is symmetric,

$$L-E_2=-v\cdot r=t\cdot Dr=(s+r)\cdot Dr=s\cdot Ws+r\cdot Dr .$$

For the upper end, expand $E_3$ with $t=s+r$:

$$t\cdot Wt=s\cdot Ws+2\,r\cdot Ws+r\cdot Wr .$$

Add $E_2-L=-s\cdot Ws-r\cdot Dr$ and replace $r\cdot Ws$ by $r\cdot Dr$:

$$E_2+E_3-L=r\cdot Dr+r\cdot Wr=r\cdot(D+W)r .$$

Both errors are nonnegative, which is the bracket. The MP2.5 energy $E_2+\tfrac12E_3$ is the midpoint of an interval of length $E_3$, so $L$ is at most $\tfrac12E_3$ away from it.

## Where in the bracket the energy lies

If $Wt\ne0$, then $r\ne0$: equal amplitudes would turn $Dr=Ws$ into $0=Wt$. Both $r\cdot Dr$ and $r\cdot(D+W)r$ are then positive, so $L$ lies strictly inside the bracket and the MP2.5 bound is strict.

Half the difference of the two error formulas gives

$$L-\left(E_2+\tfrac12E_3\right)=\tfrac12\left(s\cdot Ws-r\cdot Wr\right).$$

Suppose now that $x\cdot Wx\le x\cdot Dx$ for every $x$, so that the coupling is no larger than the excitation energies as a quadratic form. Then $r\cdot Wr\le r\cdot Dr=r\cdot Ws$. Positivity of $W$ on $s-r$ gives $2\,r\cdot Ws\le s\cdot Ws+r\cdot Wr$. Together these yield $r\cdot Wr\le s\cdot Ws$, and $L$ is at least the MP2.5 energy.

For a single configuration with numbers $d$, $w$ and $v$, the energies are $E_2=-v^2/d$, $E_3=wv^2/d^2$ and $L=-v^2/(d+w)$. Hence

$$L-E_2-\tfrac12E_3=\frac{wv^2}{d(d+w)}-\frac{wv^2}{2d^2}=\frac{E_3}{2}\,\frac{d-w}{d+w}.$$

The deviation vanishes at $w=d$. For fixed $d>0$ and $v\ne0$, the last factor tends to $1$ as $w$ decreases to $0$, so no constant below $\tfrac12$ can replace the one in the bound.

## Matrices, amplitudes and energies in Lean

```lean
import Mathlib

open Matrix

namespace LinearizedDoublesBracket

noncomputable section

variable {n : Type*} [Fintype n] [DecidableEq n]
```

The finite type `n` labels the doubly excited configurations. Matrices and vectors have real entries, `*ᵥ` is the matrix–vector product and `⬝ᵥ` the scalar product.

```lean
/-- The amplitude vector `-A⁻¹ v` that solves `A x = -v`, for an invertible matrix `A`. -/
def amplitude (A : Matrix n n ℝ) (v : n → ℝ) : n → ℝ := -(A⁻¹ *ᵥ v)
```

One definition serves both sets of amplitudes: `amplitude D v` is $t$ and `amplitude (D + W) v` is $s$. The minus sign is part of the definition, so the second-order energy below is never positive when $D$ is positive definite.

```lean
/-- The second-order energy `E2 = v · t` with `t = -D⁻¹ v`, for invertible `D`. -/
def mp2 (D : Matrix n n ℝ) (v : n → ℝ) : ℝ := v ⬝ᵥ amplitude D v

/-- The third-order correction `E3 = t · W t` with `t = -D⁻¹ v`, for invertible `D`. -/
def mp3 (D W : Matrix n n ℝ) (v : n → ℝ) : ℝ :=
  amplitude D v ⬝ᵥ W *ᵥ amplitude D v

/-- The linearized doubles energy `L = -v · (D + W)⁻¹ v`, for invertible `D + W`. -/
def linDoubles (D W : Matrix n n ℝ) (v : n → ℝ) : ℝ := v ⬝ᵥ amplitude (D + W) v

/-- The MP2.5 energy `E2 + E3 / 2`, for invertible `D`. -/
def mp25 (D W : Matrix n n ℝ) (v : n → ℝ) : ℝ := mp2 D v + mp3 D W v / 2
```

These are $E_2$, $E_3$, $L$ and the MP2.5 energy. `mp3` is the third-order correction alone, so the total correlation energy through third order is `mp2 D v + mp3 D W v`.

The hypothesis `D.PosDef` includes symmetry and says that every zeroth-order excitation costs energy, as it does when all occupied orbitals lie below all virtual ones. `D` need not be diagonal. The hypothesis `W.PosSemidef` says that the fluctuation potential lowers no combination of doubles relative to the reference. This is a strong assumption, and ordinary molecules often violate it. For canonical closed-shell Hartree–Fock orbitals, moving both electrons of an occupied orbital $i$ to a virtual orbital $a$ gives the diagonal element $J_{ii}+J_{aa}-4J_{ia}+2K_{ia}$ of $W$, with Coulomb integrals $J$ and exchange integrals $K$. When the two orbitals occupy the same region and $J_{ii}$, $J_{aa}$ and $J_{ia}$ are nearly equal, this element is close to $-2(J_{ia}-K_{ia})$, and $K_{ia}$ is smaller than $J_{ia}$. One negative diagonal element is enough to break the hypothesis. A computed $E_3<0$ shows that it fails, and then $\tfrac12E_3$ cannot bound an absolute value. A positive $E_3$ tests $W$ only along $t$, so with more than one configuration it does not establish the hypothesis.

The reference value throughout is the linearized doubles energy in the chosen finite space. The theorems do not compare it with the full configuration interaction energy.

## Solving and comparing the amplitude equations

```lean
/-- For a positive definite matrix `A` the amplitudes solve the linear equations `A x = -v`. -/
theorem mulVec_amplitude {A : Matrix n n ℝ} (hA : A.PosDef) (v : n → ℝ) :
    A *ᵥ amplitude A v = -v := by
  have hdet : IsUnit A.det := hA.det_pos.ne'.isUnit
  rw [amplitude, Matrix.mulVec_neg, Matrix.mulVec_mulVec, Matrix.mul_nonsing_inv _ hdet,
    Matrix.one_mulVec]
```

A positive definite matrix has a positive determinant and is therefore invertible. The proof uses this to cancel $AA^{-1}$, which gives $Ax=-v$ for the amplitudes.

```lean
omit [DecidableEq n] in
/-- A real symmetric matrix gives a symmetric bilinear form. -/
theorem form_symm {A : Matrix n n ℝ} (hA : A.IsHermitian) (x y : n → ℝ) :
    x ⬝ᵥ A *ᵥ y = y ⬝ᵥ A *ᵥ x := by
  have hT : Aᵀ = A := by
    ext i j
    simpa using hA.apply i j
  rw [Matrix.dotProduct_mulVec, dotProduct_comm (x ᵥ* A) y, ← Matrix.mulVec_transpose, hT]
```

This is the exchange $x\cdot Ay=y\cdot Ax$ for a symmetric matrix. Over the reals, `IsHermitian` reduces to $A^T=A$, and moving the matrix from one vector to the other introduces the transpose.

```lean
/-- For `D` positive definite and `W` positive semidefinite, the first-order amplitudes `t` and
the linearized doubles amplitudes `s` are related by `D (t - s) = W s`. -/
theorem amplitude_difference {D W : Matrix n n ℝ} (hD : D.PosDef) (hW : W.PosSemidef)
    (v : n → ℝ) :
    D *ᵥ (amplitude D v - amplitude (D + W) v) = W *ᵥ amplitude (D + W) v := by
  have h := mulVec_amplitude (hD.add_posSemidef hW) v
  rw [Matrix.add_mulVec] at h
  rw [Matrix.mulVec_sub, mulVec_amplitude hD, ← h]
  abel
```

This is $Dr=Ws$. The sum $D+W$ is positive definite by `hD.add_posSemidef hW`, so `mulVec_amplitude` applies to both sets of amplitudes. After $-v$ is rewritten as $Ds+Ws$, the terms $Ds$ cancel.

## The error formulas as linear arithmetic

```lean
/-- For `D` positive definite and `W` positive semidefinite, the errors of the second- and
third-order energies are `L - E2 = s · W s + (t - s) · D (t - s)` and
`E2 + E3 - L = (t - s) · (D + W) (t - s)`, with `t` the first-order and `s` the linearized
doubles amplitudes. -/
theorem error_formulas {D W : Matrix n n ℝ} (hD : D.PosDef) (hW : W.PosSemidef) (v : n → ℝ) :
    linDoubles D W v - mp2 D v =
        amplitude (D + W) v ⬝ᵥ W *ᵥ amplitude (D + W) v +
          (amplitude D v - amplitude (D + W) v) ⬝ᵥ
            D *ᵥ (amplitude D v - amplitude (D + W) v) ∧
      mp2 D v + mp3 D W v - linDoubles D W v =
        (amplitude D v - amplitude (D + W) v) ⬝ᵥ
          (D + W) *ᵥ (amplitude D v - amplitude (D + W) v) := by
  -- both amplitude equations, projected on an arbitrary vector
  have a : ∀ x, x ⬝ᵥ D *ᵥ amplitude D v = -(v ⬝ᵥ x) := fun x => by
    rw [mulVec_amplitude hD, dotProduct_neg, dotProduct_comm]
  have b : ∀ x, x ⬝ᵥ D *ᵥ amplitude (D + W) v + x ⬝ᵥ W *ᵥ amplitude (D + W) v
      = -(v ⬝ᵥ x) := fun x => by
    rw [← dotProduct_add, ← Matrix.add_mulVec, mulVec_amplitude (hD.add_posSemidef hW),
      dotProduct_neg, dotProduct_comm]
  have a1 := a (amplitude D v)
  have a2 := a (amplitude (D + W) v)
  have b1 := b (amplitude D v)
  have b2 := b (amplitude (D + W) v)
  have c1 := form_symm hD.isHermitian (amplitude D v) (amplitude (D + W) v)
  have c2 := form_symm hW.isHermitian (amplitude D v) (amplitude (D + W) v)
  simp only [linDoubles, mp2, mp3, Matrix.mulVec_sub, Matrix.add_mulVec, dotProduct_sub,
    sub_dotProduct, dotProduct_add]
  constructor <;> linarith
```

The two parts of the conclusion are the formulas for $L-E_2$ and $E_2+E_3-L$. The route differs slightly from the derivation above, because it does not substitute $Dr=Ws$. Instead, `a` and `b` project the two amplitude equations on an arbitrary vector $x$, and the proof takes $x=t$ and $x=s$ in each. The equalities `c1` and `c2` exchange $t$ and $s$ in the mixed terms of $D$ and $W$. Once `simp only` has expanded the quadratic forms, only linear relations between scalar products remain, and `linarith` combines them.

## The bracket and the MP2.5 bound

```lean
/-- For `D` positive definite and `W` positive semidefinite, the linearized doubles energy lies
between the second-order energy and the energy through third order: `E2 ≤ L ≤ E2 + E3`. -/
theorem linDoubles_bracket {D W : Matrix n n ℝ} (hD : D.PosDef) (hW : W.PosSemidef)
    (v : n → ℝ) :
    mp2 D v ≤ linDoubles D W v ∧ linDoubles D W v ≤ mp2 D v + mp3 D W v := by
  obtain ⟨e1, e2⟩ := error_formulas hD hW v
  have p1 := hW.dotProduct_mulVec_nonneg (amplitude (D + W) v)
  have p2 := hD.posSemidef.dotProduct_mulVec_nonneg (amplitude D v - amplitude (D + W) v)
  have p3 := (hD.add_posSemidef hW).posSemidef.dotProduct_mulVec_nonneg
    (amplitude D v - amplitude (D + W) v)
  rw [star_trivial] at p1 p2 p3
  constructor <;> linarith
```

The facts `p1`, `p2` and `p3` are $s\cdot Ws\ge0$, $r\cdot Dr\ge0$ and $r\cdot(D+W)r\ge0$. Inserted into the error formulas, they give the two inequalities.

```lean
/-- For `D` positive definite and `W` positive semidefinite, the MP2.5 energy differs from the
linearized doubles energy by at most `E3 / 2`. -/
theorem mp25_error {D W : Matrix n n ℝ} (hD : D.PosDef) (hW : W.PosSemidef) (v : n → ℝ) :
    |linDoubles D W v - mp25 D W v| ≤ mp3 D W v / 2 := by
  obtain ⟨h1, h2⟩ := linDoubles_bracket hD hW v
  rw [abs_le, mp25]
  constructor <;> linarith
```

The absolute value is split into an upper and a lower bound by `abs_le`. Each follows from one end of the bracket, which is the midpoint argument.

```lean
/-- For `D` positive definite and `W` positive semidefinite, the MP2.5 error is strictly below
`E3 / 2` whenever `W` does not annihilate the first-order amplitudes. -/
theorem mp25_error_strict {D W : Matrix n n ℝ} (hD : D.PosDef) (hW : W.PosSemidef)
    (v : n → ℝ) (hv : W *ᵥ amplitude D v ≠ 0) :
    |linDoubles D W v - mp25 D W v| < mp3 D W v / 2 := by
  -- equal amplitudes would force `W t = 0`
  have hr : amplitude D v - amplitude (D + W) v ≠ 0 := by
    intro h0
    have h := amplitude_difference hD hW v
    rw [h0, Matrix.mulVec_zero, ← sub_eq_zero.mp h0] at h
    exact hv h.symm
  obtain ⟨e1, e2⟩ := error_formulas hD hW v
  have p1 := hW.dotProduct_mulVec_nonneg (amplitude (D + W) v)
  have p2 := hD.dotProduct_mulVec_pos hr
  have p3 := (hD.add_posSemidef hW).dotProduct_mulVec_pos hr
  rw [star_trivial] at p1 p2 p3
  rw [abs_lt, mp25]
  constructor <;> linarith
```

The hypothesis `hv` is $Wt\ne0$. The step `hr` derives $r\ne0$ by contradiction from the amplitude relation. Positive definiteness of $D$ and of $D+W$ then makes `p2` and `p3` strict, while `p1` remains a weak inequality, and that suffices. If instead $Wt=0$, then $E_3=0$ and the bracket reduces to $L=E_2$, so the strict bound fails.

## Weak coupling and a single configuration

```lean
/-- For `D` positive definite and `W` positive semidefinite with `x · W x ≤ x · D x` for all `x`,
the linearized doubles energy is at least the MP2.5 energy. -/
theorem mp25_le_linDoubles {D W : Matrix n n ℝ} (hD : D.PosDef) (hW : W.PosSemidef)
    (hWD : ∀ x : n → ℝ, x ⬝ᵥ W *ᵥ x ≤ x ⬝ᵥ D *ᵥ x) (v : n → ℝ) :
    mp25 D W v ≤ linDoubles D W v := by
  -- positivity of `W` on a difference of two vectors
  have key : ∀ x y : n → ℝ, 2 * (y ⬝ᵥ W *ᵥ x) ≤ x ⬝ᵥ W *ᵥ x + y ⬝ᵥ W *ᵥ y := by
    intro x y
    have h := hW.dotProduct_mulVec_nonneg (x - y)
    rw [star_trivial] at h
    simp only [Matrix.mulVec_sub, dotProduct_sub, sub_dotProduct] at h
    linarith [form_symm hW.isHermitian x y]
  obtain ⟨e1, e2⟩ := error_formulas hD hW v
  rw [Matrix.add_mulVec, dotProduct_add] at e2
  have k := key (amplitude (D + W) v) (amplitude D v - amplitude (D + W) v)
  -- the amplitude relation, projected on the difference of the amplitudes
  have hp : (amplitude D v - amplitude (D + W) v) ⬝ᵥ
        D *ᵥ (amplitude D v - amplitude (D + W) v) =
      (amplitude D v - amplitude (D + W) v) ⬝ᵥ W *ᵥ amplitude (D + W) v := by
    rw [amplitude_difference hD hW v]
  have hr := hWD (amplitude D v - amplitude (D + W) v)
  rw [mp25]
  linarith
```

The hypothesis `hWD` is the comparison of $W$ with $D$ as quadratic forms. The auxiliary statement `key` expands $(x-y)\cdot W(x-y)\ge0$ and is used with $x=s$ and $y=r$. The equality `hp` is $r\cdot Dr=r\cdot Ws$, and `hr` is $r\cdot Wr\le r\cdot Dr$. These are the inequalities of the derivation by hand, and `linarith` combines them with the error formulas.

Some restriction on the size of $W$ is needed here: for one configuration with $w>d>0$ and $v\ne0$, the formula below puts $L$ under the MP2.5 energy.

```lean
/-- For a single doubly excited configuration with `d ≠ 0` and `d + w ≠ 0`, the linearized
doubles energy minus the MP2.5 energy is `(E3 / 2) (d - w) / (d + w)`. -/
theorem mp25_error_single (d w v : ℝ) (hd : d ≠ 0) (hdw : d + w ≠ 0) :
    linDoubles !![d] !![w] ![v] - mp25 !![d] !![w] ![v] =
      mp3 !![d] !![w] ![v] / 2 * ((d - w) / (d + w)) := by
  have hmul : ∀ a b : ℝ, !![a] *ᵥ ![b] = ![a * b] := by
    intro a b
    ext i
    fin_cases i
    simp [Matrix.mulVec, dotProduct]
  have hdot : ∀ a b : ℝ, ![a] ⬝ᵥ ![b] = a * b := by
    intro a b
    simp [dotProduct]
  have amp : ∀ a : ℝ, a ≠ 0 → amplitude !![a] ![v] = ![-(a⁻¹ * v)] := by
    intro a ha
    have h : (!![a] : Matrix (Fin 1) (Fin 1) ℝ)⁻¹ = !![a⁻¹] := by
      apply Matrix.inv_eq_right_inv
      ext i j
      fin_cases i
      fin_cases j
      simp [Matrix.mul_apply, ha]
    rw [amplitude, h, hmul]
    ext i
    fin_cases i
    simp
  have hsum : (!![d] : Matrix (Fin 1) (Fin 1) ℝ) + !![w] = !![d + w] := by
    ext i j
    fin_cases i
    fin_cases j
    simp
  simp only [linDoubles, mp25, mp2, mp3, hsum, amp d hd, amp (d + w) hdw, hmul, hdot]
  field_simp
  ring

end

end LinearizedDoublesBracket
```

Here `!![d]` and `!![w]` are one-by-one matrices and `![v]` is a vector with one entry. The helper statements reduce products, sums and inverses of these objects to operations on numbers, and `field_simp` and `ring` verify the remaining identity between fractions. Only $d\ne0$ and $d+w\ne0$ are assumed, so the formula also holds for negative $w$, where the bracket is not available.

```lean
#print axioms LinearizedDoublesBracket.linDoubles_bracket
-- 'LinearizedDoublesBracket.linDoubles_bracket' depends on axioms: [propext, Classical.choice, Quot.sound]
#print axioms LinearizedDoublesBracket.mp25_error
-- 'LinearizedDoublesBracket.mp25_error' depends on axioms: [propext, Classical.choice, Quot.sound]
#print axioms LinearizedDoublesBracket.mp25_le_linDoubles
-- 'LinearizedDoublesBracket.mp25_le_linDoubles' depends on axioms: [propext, Classical.choice, Quot.sound]
#print axioms LinearizedDoublesBracket.mp25_error_single
-- 'LinearizedDoublesBracket.mp25_error_single' depends on axioms: [propext, Classical.choice, Quot.sound]
```
